# The core-hole amplitude of non-interacting electrons is a finite sum of phases weighted by squared moduli of determinants

Let $h = U\,\mathrm{diag}(e)\,U^*$ be the $M\times M$ matrix of a one-electron Hamiltonian in an orthonormal basis, with $U$ unitary and the levels $e_k$ real. Let $A$ be an $M\times N$ matrix whose columns are orthonormal occupied orbitals, $A^*A = 1$. Then for every real time $t$, with $\hbar = 1$,

$$\det\!\left(A^* e^{-ith} A\right) = \sum_K w_K\, e^{-itE_K}, \qquad \sum_K w_K = 1 .$$

The sum runs over the $N$-element subsets $K$ of the $M$ eigenvectors of $h$, which are the columns of $U$. The weight is $w_K = |\det (U^*A)_K|^2$, where the subscript selects the rows in $K$, and the energy is $E_K = \sum_{k\in K} e_k$.

Two bounds accompany the identity. The amplitude never exceeds 1 in modulus, and if the levels are in increasing order and $N\le M$, no $E_K$ lies below the sum of the $N$ lowest levels.

## From a determinant in time to lines in energy

In the sudden picture of core-level spectroscopy, the core orbital that loses its electron is left out of the basis. The matrix $A$ holds the other orbitals occupied before the core hole appears, and $h$ is the one-electron Hamiltonian with the hole present and static. For non-interacting electrons in a finite orthonormal basis, the determinant is the overlap of the initial Slater determinant with its time-evolved copy.

A time-domain code can evaluate this $N\times N$ determinant on a time grid and Fourier transform it, without listing the $\binom{M}{N}$ final configurations. The identity says what the transform must contain: lines at the energies $E_K$, with non-negative weights and total weight 1. An amplitude above 1 in modulus, beyond rounding, therefore points to a fault such as lost orthonormality or a non-unitary propagator. Weight below the edge, which is the sum of the $N$ lowest levels, also points to a fault once broadening from the finite time window and aliasing from the time step have been ruled out.

## Expanding the determinant over configurations

**Diagonalising the propagator.** Since $U^*U = 1$, each power is $h^n = U\,\mathrm{diag}(e_k^n)\,U^*$. Summing the exponential series gives $e^{-ith} = UDU^*$ with $D = \mathrm{diag}(e^{-ite_k})$. With the overlaps $B = U^*A$,

$$A^*e^{-ith}A = B^*DB .$$

**Cauchy–Binet.** Let $P$ be $N\times M$ and $Q$ be $M\times N$. Expand the determinant over permutations $\sigma$, then expand the product of sums over all maps $f$ from electrons $i$ to orbitals:

$$\det(PQ)=\sum_\sigma \mathrm{sgn}\,\sigma\prod_i\sum_k P_{\sigma(i)k}Q_{ki} = \sum_f \det(P^f)\prod_i Q_{f(i)i},$$

where column $i$ of $P^f$ is column $f(i)$ of $P$. If $f$ puts two electrons in one orbital, $P^f$ has two equal columns and its determinant vanishes, which is the Pauli principle.

Every other $f$ is uniquely $f = o_K\circ\sigma$, where $o_K$ lists the orbitals of $K$ in increasing order. Reordering columns gives $\det P^{o_K\circ\sigma} = \mathrm{sgn}\,\sigma\,\det P^K$, with $P^K$ short for $P^{o_K}$. The remaining sum over $\sigma$ is $\det Q_K$, so

$$\det(PQ)=\sum_K\det P^K\det Q_K .$$

A likely error here is to sum this last product over ordered lists of orbitals. Both determinants change sign together under reordering, so each configuration is counted $N!$ times and the weights add up to $N!$. The sum over $f$ above escapes this because it contains only one determinant.

**Squared moduli of minors.** Take $P=B^*$ and $Q=\mathrm{diag}(d)B$. Then $\det P^K=\overline{\det B_K}$ and $\det Q_K=\left(\prod_{k\in K}d_k\right)\det B_K$. Hence

$$\det(B^*\mathrm{diag}(d)B)=\sum_K|\det B_K|^2\prod_{k\in K}d_k .$$

For $d_k=e^{-ite_k}$ the product is $e^{-itE_K}$, which gives the identity. For $d_k=1$ the left side is $\det(A^*UU^*A)=\det(A^*A)=1$, which gives the normalisation.

**The two bounds.** The triangle inequality gives $|\sum_K w_Ke^{-itE_K}|\le\sum_K w_K=1$. For the edge, number orbitals and list positions from 0. A strictly increasing list satisfies $o_K(i)\ge i$, so increasing levels give $e_{o_K(i)}\ge e_i$. Summing over $i$ gives $E_K\ge\sum_{i=0}^{N-1}e_i$.

## The Lean file

```lean
import Mathlib

open Matrix

namespace CoreHoleEdge

noncomputable section

variable {M N : ℕ}

/-- A configuration: a choice of `N` occupied orbitals among `M`. -/
abbrev Config (M N : ℕ) := {K : Finset (Fin M) // K.card = N}

/-- The occupied orbitals of a configuration, listed in increasing order. -/
def orb (K : Config M N) : Fin N → Fin M := K.1.orderEmbOfFin K.2

/-- The matrix `U diag(e) U*`. For unitary `U` it is the one-electron Hamiltonian with orbitals the
columns of `U` and levels `e`. -/
def hamiltonian (U : Matrix (Fin M) (Fin M) ℂ) (e : Fin M → ℝ) :
    Matrix (Fin M) (Fin M) ℂ :=
  U * diagonal (fun k => (e k : ℂ)) * Uᴴ

/-- The core-hole amplitude `det (A* exp(-ith) A)` of the occupied orbitals `A`. -/
def amplitude (h : Matrix (Fin M) (Fin M) ℂ) (A : Matrix (Fin M) (Fin N) ℂ) (t : ℝ) : ℂ :=
  (Aᴴ * NormedSpace.exp ((-(Complex.I * t)) • h) * A).det

/-- The squared modulus of the determinant of the rows `K` of `U* A`. -/
def weight (U : Matrix (Fin M) (Fin M) ℂ) (A : Matrix (Fin M) (Fin N) ℂ)
    (K : Config M N) : ℝ :=
  ‖((Uᴴ * A).submatrix (orb K) id).det‖ ^ 2

/-- The energy of a configuration: the sum of its occupied levels. -/
def energy (e : Fin M → ℝ) (K : Config M N) : ℝ := ∑ k ∈ K.1, e k

/-- The list of occupied orbitals runs exactly through the configuration. -/
theorem range_orb (K : Config M N) : Set.range (orb K) = (K.1 : Set (Fin M)) :=
  Finset.range_orderEmbOfFin K.1 K.2

/-- The occupied orbitals are listed in strictly increasing order. -/
theorem orb_strictMono (K : Config M N) : StrictMono (orb K) :=
  (K.1.orderEmbOfFin K.2).strictMono

/-- The image of the list of occupied orbitals, as a finite set, is the configuration. -/
theorem image_orb (K : Config M N) : Finset.univ.image (orb K) = K.1 := by
  apply Finset.coe_injective
  rw [Finset.coe_image, Finset.coe_univ, Set.image_univ, range_orb]

/-- Cauchy-Binet formula: the determinant of a product through `M` orbitals is the sum over
configurations of products of minors. -/
theorem cauchyBinet (P : Matrix (Fin N) (Fin M) ℂ) (Q : Matrix (Fin M) (Fin N) ℂ) :
    (P * Q).det = ∑ K : Config M N,
      (P.submatrix id (orb K)).det * (Q.submatrix (orb K) id).det := by
  -- expand over all assignments of electrons to orbitals
  have expand : (P * Q).det =
      ∑ f : Fin N → Fin M, (P.submatrix id f).det * ∏ i, Q (f i) i := by
    simp only [Matrix.det_apply', Matrix.mul_apply, Finset.prod_univ_sum, Finset.mul_sum,
      Fintype.piFinset_univ]
    rw [Finset.sum_comm]
    refine Finset.sum_congr rfl fun f _ => ?_
    rw [Finset.sum_mul]
    refine Finset.sum_congr rfl fun σ _ => ?_
    simp only [Matrix.submatrix_apply, id_eq, Finset.prod_mul_distrib]
    ring
  -- a configuration and a permutation are determined by the assignment they form
  have inj : Function.Injective
      (fun p : Config M N × Equiv.Perm (Fin N) => orb p.1 ∘ p.2) := by
    rintro ⟨K, σ⟩ ⟨L, τ⟩ h
    have h' : orb K ∘ σ = orb L ∘ τ := h
    have hK : K = L := by
      apply Subtype.ext
      apply Finset.coe_injective
      rw [← range_orb K, ← range_orb L, ← σ.surjective.range_comp (orb K),
        ← τ.surjective.range_comp (orb L), h']
    subst hK
    have hσ : σ = τ := Equiv.ext fun i => (orb_strictMono K).injective (congrFun h' i)
    rw [hσ]
  have regroup := Fintype.sum_of_injective _ inj
    (fun p => (P.submatrix id (orb p.1 ∘ p.2)).det * ∏ i, Q ((orb p.1 ∘ p.2) i) i)
    (fun f => (P.submatrix id f).det * ∏ i, Q (f i) i)
    (by
      intro f hf
      have hni : ¬ Function.Injective f := by
        intro hi
        apply hf
        let K : Config M N :=
          ⟨Finset.univ.image f, by rw [Finset.card_image_of_injective _ hi]; simp⟩
        have hmem : ∀ i, ∃ j, orb K j = f i := fun i => by
          have h : f i ∈ Set.range (orb K) := by
            rw [range_orb]
            simp [K]
          exact h
        choose s hs using hmem
        have hsi : Function.Injective s := fun a b hab => hi (by rw [← hs a, ← hs b, hab])
        exact ⟨(K, Equiv.ofBijective s (Finite.injective_iff_bijective.1 hsi)), funext hs⟩
      -- double occupation gives two equal columns
      obtain ⟨a, b, hab, hne⟩ := Function.not_injective_iff.1 hni
      have h0 : (P.submatrix id f).det = 0 :=
        Matrix.det_zero_of_column_eq hne (fun k => by simp [hab])
      show (P.submatrix id f).det * _ = 0
      rw [h0, zero_mul])
    (fun _ => rfl)
  rw [expand, ← regroup, Fintype.sum_prod_type]
  refine Finset.sum_congr rfl fun K _ => ?_
  rw [Matrix.det_apply' (Q.submatrix (orb K) id), Finset.mul_sum]
  refine Finset.sum_congr rfl fun σ _ => ?_
  have h : (P.submatrix id (orb K ∘ σ)).det =
      ((Equiv.Perm.sign σ : ℤ) : ℂ) * (P.submatrix id (orb K)).det :=
    Matrix.det_permute' σ (P.submatrix id (orb K))
  show (P.submatrix id (orb K ∘ σ)).det * ∏ i, Q (orb K (σ i)) i =
    (P.submatrix id (orb K)).det *
      (((Equiv.Perm.sign σ : ℤ) : ℂ) * ∏ i, Q (orb K (σ i)) i)
  rw [h]
  ring

/-- The determinant of `B* diag(d) B` is the sum over configurations of the squared modulus of the
minor of `B` times the product of the occupied entries of `d`. -/
theorem det_gram (B : Matrix (Fin M) (Fin N) ℂ) (d : Fin M → ℂ) :
    (Bᴴ * (diagonal d * B)).det = ∑ K : Config M N,
      ((‖(B.submatrix (orb K) id).det‖ ^ 2 : ℝ) : ℂ) * ∏ k ∈ K.1, d k := by
  rw [cauchyBinet]
  refine Finset.sum_congr rfl fun K _ => ?_
  have h1 : (Bᴴ.submatrix id (orb K)).det = star (B.submatrix (orb K) id).det := by
    rw [← Matrix.det_conjTranspose, Matrix.conjTranspose_submatrix]
  have h2 : (diagonal d * B).submatrix (orb K) id =
      diagonal (fun i => d (orb K i)) * B.submatrix (orb K) id := by
    ext i j
    simp [Matrix.diagonal_mul]
  have h3 : ∏ i, d (orb K i) = ∏ k ∈ K.1, d k := by
    rw [← image_orb K, Finset.prod_image fun _ _ _ _ h => (orb_strictMono K).injective h]
  rw [h1, h2, Matrix.det_mul, Matrix.det_diagonal, h3, Complex.ofReal_pow,
    ← Complex.conj_mul', starRingEnd_apply]
  ring

/-- For unitary `U`, the exponential of a multiple of the Hamiltonian is diagonal in the
orbitals `U`, with the exponentials of the scaled levels as entries. -/
theorem exp_hamiltonian {U : Matrix (Fin M) (Fin M) ℂ} (hU : U ∈ unitaryGroup (Fin M) ℂ)
    (e : Fin M → ℝ) (c : ℂ) :
    NormedSpace.exp (c • hamiltonian U e) =
      U * diagonal (fun k => Complex.exp (c * e k)) * Uᴴ := by
  have hU1 : U * Uᴴ = 1 := mem_unitaryGroup_iff.1 hU
  have hinv : U⁻¹ = Uᴴ := Matrix.inv_eq_right_inv hU1
  have hunit : IsUnit U := ⟨⟨U, Uᴴ, hU1, mul_eq_one_comm.1 hU1⟩, rfl⟩
  have hd : c • diagonal (fun k => (e k : ℂ)) = diagonal (fun k => c * (e k : ℂ)) :=
    (Matrix.diagonal_smul c _).symm
  have hs : c • hamiltonian U e = U * diagonal (fun k => c * (e k : ℂ)) * U⁻¹ := by
    rw [hinv, hamiltonian, ← Matrix.smul_mul, ← Matrix.mul_smul, hd]
  rw [hs, Matrix.exp_conj _ _ hunit, Matrix.exp_diagonal, hinv, Pi.exp_def,
    Complex.exp_eq_exp_ℂ]

/-- For unitary `U` and orthonormal occupied orbitals `A`, the core-hole amplitude is a weighted sum
of phases, one per configuration at its energy, and the weights add up to one. -/
theorem amplitude_eq_sum {U : Matrix (Fin M) (Fin M) ℂ} (hU : U ∈ unitaryGroup (Fin M) ℂ)
    (e : Fin M → ℝ) {A : Matrix (Fin M) (Fin N) ℂ} (hA : Aᴴ * A = 1) :
    (∀ t : ℝ, amplitude (hamiltonian U e) A t = ∑ K : Config M N,
      (weight U A K : ℂ) * Complex.exp (-(Complex.I * t) * (energy e K : ℂ))) ∧
    ∑ K : Config M N, weight U A K = 1 := by
  constructor
  · intro t
    -- pass to the overlaps `U* A` with the final-state orbitals
    have hB (D : Matrix (Fin M) (Fin M) ℂ) :
        Aᴴ * (U * D * Uᴴ) * A = (Uᴴ * A)ᴴ * (D * (Uᴴ * A)) := by
      rw [Matrix.conjTranspose_mul, Matrix.conjTranspose_conjTranspose]
      simp only [Matrix.mul_assoc]
    rw [amplitude, exp_hamiltonian hU, hB, det_gram]
    refine Finset.sum_congr rfl fun K _ => ?_
    have hE : ∏ k ∈ K.1, Complex.exp (-(Complex.I * t) * (e k : ℂ)) =
        Complex.exp (-(Complex.I * t) * (energy e K : ℂ)) := by
      rw [← Complex.exp_sum, energy, Complex.ofReal_sum, Finset.mul_sum]
    exact congrArg (fun z => (weight U A K : ℂ) * z) hE
  · -- the same expansion without phases
    have hU1 : U * Uᴴ = 1 := mem_unitaryGroup_iff.1 hU
    have hB : (Uᴴ * A)ᴴ * (Uᴴ * A) = 1 := by
      rw [Matrix.conjTranspose_mul, Matrix.conjTranspose_conjTranspose, Matrix.mul_assoc,
        ← Matrix.mul_assoc U, hU1, Matrix.one_mul, hA]
    have h := det_gram (Uᴴ * A) (fun _ => 1)
    rw [Matrix.diagonal_one, Matrix.one_mul, hB, Matrix.det_one] at h
    simp only [Finset.prod_const_one, mul_one] at h
    have h' : ((∑ K : Config M N, weight U A K : ℝ) : ℂ) = 1 := by
      rw [Complex.ofReal_sum]
      exact h.symm
    exact_mod_cast h'

/-- For unitary `U` and orthonormal occupied orbitals, the core-hole amplitude never exceeds
one in modulus. -/
theorem norm_amplitude_le_one {U : Matrix (Fin M) (Fin M) ℂ}
    (hU : U ∈ unitaryGroup (Fin M) ℂ) (e : Fin M → ℝ) {A : Matrix (Fin M) (Fin N) ℂ}
    (hA : Aᴴ * A = 1) (t : ℝ) : ‖amplitude (hamiltonian U e) A t‖ ≤ 1 := by
  obtain ⟨h1, h2⟩ := amplitude_eq_sum hU e hA
  rw [h1 t, ← h2]
  refine (norm_sum_le _ _).trans (Finset.sum_le_sum fun K _ => ?_)
  have hw : 0 ≤ weight U A K := sq_nonneg _
  rw [norm_mul, Complex.norm_exp, Complex.norm_real, Real.norm_of_nonneg hw]
  simp

/-- With levels in increasing order, no configuration has an energy below that of the `N`
lowest orbitals. -/
theorem edge_le_energy (hNM : N ≤ M) {e : Fin M → ℝ} (he : Monotone e) (K : Config M N) :
    ∑ i : Fin N, e (Fin.castLE hNM i) ≤ energy e K := by
  -- the n-th occupied orbital is at least the n-th orbital
  have hle : ∀ n (hn : n < N), n ≤ (orb K ⟨n, hn⟩ : ℕ) := by
    intro n
    induction n with
    | zero => intro _; exact Nat.zero_le _
    | succ n ih =>
      intro hn
      have h1 := ih (by omega)
      have h2 : orb K ⟨n, by omega⟩ < orb K ⟨n + 1, hn⟩ :=
        orb_strictMono K (Fin.lt_def.2 (Nat.lt_succ_self n))
      have h3 := Fin.lt_def.1 h2
      omega
  rw [energy, ← image_orb K,
    Finset.sum_image fun _ _ _ _ h => (orb_strictMono K).injective h]
  exact Finset.sum_le_sum fun i _ => he (Fin.le_def.2 (hle i.1 i.2))

/-- One electron in the first of two orbitals, with final-state orbitals `(3/5, 4/5)` and
`(4/5, -3/5)`: the hypotheses hold and the two weights are `9/25` and `16/25`. -/
theorem amplitude_eq_sum_witness :
    (!![3/5, 4/5; 4/5, -3/5] : Matrix (Fin 2) (Fin 2) ℂ) ∈ unitaryGroup (Fin 2) ℂ ∧
    (!![1; 0] : Matrix (Fin 2) (Fin 1) ℂ)ᴴ * (!![1; 0] : Matrix (Fin 2) (Fin 1) ℂ) = 1 ∧
    weight !![3/5, 4/5; 4/5, -3/5] !![1; 0]
      (⟨{0}, Finset.card_singleton 0⟩ : Config 2 1) = 9 / 25 ∧
    weight !![3/5, 4/5; 4/5, -3/5] !![1; 0]
      (⟨{1}, Finset.card_singleton 1⟩ : Config 2 1) = 16 / 25 := by
  have ho (a : Fin 2) (i : Fin 1) :
      orb (⟨{a}, Finset.card_singleton a⟩ : Config 2 1) i = a :=
    Finset.mem_singleton.1 (Finset.orderEmbOfFin_mem _ _ i)
  refine ⟨?_, ?_, ?_, ?_⟩
  · -- a real symmetric matrix is its own adjoint
    have hreal (V : Matrix (Fin 2) (Fin 2) ℂ) (him : ∀ i j, (V i j).im = 0)
        (hsym : ∀ i j, V j i = V i j) : star V = V := by
      ext i j
      rw [Matrix.star_apply, hsym i j]
      exact Complex.conj_eq_iff_im.2 (him i j)
    have hs := hreal !![3/5, 4/5; 4/5, -3/5]
      (by intro i j; fin_cases i <;> fin_cases j <;> norm_num)
      (by intro i j; fin_cases i <;> fin_cases j <;> rfl)
    rw [mem_unitaryGroup_iff, hs]
    ext i j
    fin_cases i <;> fin_cases j <;> norm_num [Matrix.mul_apply, Fin.sum_univ_succ]
  · ext i j
    fin_cases i
    fin_cases j
    simp [Matrix.mul_apply, Fin.sum_univ_succ]
  · rw [weight, Matrix.det_unique, Matrix.submatrix_apply, ho]
    norm_num [Matrix.mul_apply, Fin.sum_univ_succ]
  · rw [weight, Matrix.det_unique, Matrix.submatrix_apply, ho]
    norm_num [Matrix.mul_apply, Fin.sum_univ_succ]

end

end CoreHoleEdge
```

```lean
#print axioms CoreHoleEdge.amplitude_eq_sum
#print axioms CoreHoleEdge.norm_amplitude_le_one
#print axioms CoreHoleEdge.edge_le_energy
```

```
'CoreHoleEdge.amplitude_eq_sum' depends on axioms: [propext, Classical.choice, Quot.sound]
'CoreHoleEdge.norm_amplitude_le_one' depends on axioms: [propext, Classical.choice, Quot.sound]
'CoreHoleEdge.edge_le_energy' depends on axioms: [propext, Classical.choice, Quot.sound]
```

## Scope of the checked statements, and their proofs

`amplitude_eq_sum` takes a matrix `U` in `unitaryGroup (Fin M) ℂ`, real levels `e : Fin M → ℝ`, and a complex matrix `A` with `hA : Aᴴ * A = 1`. It concludes the line expansion for every real `t` together with the unit sum of weights.

The definitions correspond to the physics as follows:

- `Config M N` is a subset of `Fin M` with exactly `N` elements, and `orb K` is its increasing list $o_K$.
- `hamiltonian U e` is $h$. The columns of `U` are the final-state orbitals.
- `amplitude` is the determinant containing `NormedSpace.exp`, the matrix exponential and not an entrywise one.
- `weight` and `energy` are $w_K$ and $E_K$.

No initial-state energy is subtracted, so a code that includes such a phase shifts every line by the same amount. Spin has no separate label; spin orbitals can be used as the basis. For $N=0$ there is one empty configuration, with weight 1 and energy 0.

The proof follows the derivation closely. In `cauchyBinet`, the step `expand` produces the sum over maps, and `inj` shows that a configuration and a permutation are determined by the map they form. `Fintype.sum_of_injective` then removes the doubly occupied maps, using `Matrix.det_zero_of_column_eq`, and `Matrix.det_permute'` supplies the sign. `det_gram` specialises this to squared moduli of minors. `exp_hamiltonian` identifies `Uᴴ` with the inverse of `U` and applies `Matrix.exp_conj` and `Matrix.exp_diagonal`. The main theorem uses `det_gram` twice, once with phases and once with ones.

`norm_amplitude_le_one` is the triangle inequality. `edge_le_energy` proves $o_K(i)\ge i$ by induction and then uses `Monotone e`. It bounds the possible energies from below, but does not say that the lowest configuration has non-zero weight.

`amplitude_eq_sum_witness` checks a concrete case: one electron in the first of two orbitals, with final-state orbitals $(3/5,4/5)$ and $(4/5,-3/5)$. Both hypotheses are satisfied, and the weights are $9/25$ and $16/25$.

The determinant is the starting definition; its reading as a many-electron overlap belongs to the model. Electron interactions, a moving or decaying core hole, and transition matrix elements are absent. So is the limit of a large metal, where the power-law edge singularity arises: at finite $M$ there are only finitely many lines. The theorems concern exact complex matrices, so rounding and time-step errors in a code need their own analysis.
